# The Bloch effective Hamiltonian reproduces selected EOM eigenvalues when the model-space parts of their eigenvectors form an invertible matrix

**Q:** I have converged the main ionized roots of an EOM coupled-cluster calculation and want a small matrix on the one-hole (1h) space with those same roots. I cut each eigenvector into its 1h part and its two-hole-one-particle (2h1p) part, invert the matrix of 1h parts, and build an effective Hamiltonian. Are the roots reproduced exactly?

**A:** Yes, in a finite excitation space, if you select as many eigenvectors as there are model states and their model parts are linearly independent. Let the EOM matrix M have blocks A (model–model), B (model–complement), C (complement–model) and D (complement–complement). Put the model parts of the eigenvectors in the columns of P, the complement parts in the columns of Q, and the eigenvalues w_k in the diagonal matrix W. The eigenvalue equations, read block by block, are

AP + BQ = PW

CP + DQ = QW

Set X = QP⁻¹ and multiply both from the right by P⁻¹:

A + BX = PWP⁻¹

C + DX = QWP⁻¹

Since QWP⁻¹ = QP⁻¹ · PWP⁻¹, the second line becomes the Bloch equation

C + DX = X(A + BX)

The matrix A + BX is similar to W, so

det(x − A − BX) = ∏_k (x − w_k)

and every selected root appears as many times as it was selected.

**Q:** What does the Lean file take M to be?

```lean
import Mathlib

open Matrix

namespace EOMBlochHamiltonian

noncomputable section

variable {m n : Type*} [Fintype m] [DecidableEq m] [Fintype n]
```

**A:** Any complex matrix in four blocks. The finite type `m` labels the model states and `n` the complement. For ionization these could be 1h and 2h1p; for attachment or spin flip you choose other sets. The cluster amplitudes and the construction of M from them do not enter, and M need not be Hermitian.

**Q:** And how is "eigenvector" expressed?

```lean
/-- The columns of `P` (model-space part) and `Q` (complement part) together satisfy the
EOM eigenvalue equation of the block matrix with blocks `A, B, C, D`, with eigenvalues `w`. -/
def SolvesEOM (A : Matrix m m ℂ) (B : Matrix m n ℂ) (C : Matrix n m ℂ) (D : Matrix n n ℂ)
    (P : Matrix m m ℂ) (Q : Matrix n m ℂ) (w : m → ℂ) : Prop :=
  ∀ k, fromBlocks A B C D *ᵥ Sum.elim (fun i => P i k) (fun a => Q a k)
    = w k • Sum.elim (fun i => P i k) (fun a => Q a k)
```

**A:** For each `k`, `Sum.elim` joins column k of P to column k of Q, and the block matrix acting on that vector must give `w k` times it. These are right eigenvectors. The label `k` also runs over `m`, which fixes the number of roots to the number of model states.

**Q:** That condition would accept a zero vector.

**A:** By itself, yes. The main theorem also assumes that det P is a unit, which for complex numbers means nonzero. The columns of P are then independent, so no selected vector vanishes. Physically, no selected state may have a model part that is a linear combination of the model parts of the others.

```lean
/-- The operator `X = Q P⁻¹` that maps model-space parts to complement parts,
for invertible `P`. -/
def waveOperator (P : Matrix m m ℂ) (Q : Matrix n m ℂ) : Matrix n m ℂ := Q * P⁻¹

/-- The Bloch effective Hamiltonian `A + B X` on the model space. -/
def effectiveHamiltonian (A : Matrix m m ℂ) (B : Matrix m n ℂ) (X : Matrix n m ℂ) :
    Matrix m m ℂ := A + B * X
```

**Q:** I would call 1 + X the wave operator, not X.

**A:** In this file `waveOperator` is only the part from the model space to the complement. A model vector p is completed to the full vector (p, Xp), which is intermediate normalisation. `effectiveHamiltonian` is A + BX.

**Q:** Do the columnwise equations really match your two matrix equations?

```lean
/-- The EOM eigenvalue equations are equivalent to one matrix equation on the model space
and one on the complement. -/
theorem solvesEOM_iff (A : Matrix m m ℂ) (B : Matrix m n ℂ) (C : Matrix n m ℂ)
    (D : Matrix n n ℂ) (P : Matrix m m ℂ) (Q : Matrix n m ℂ) (w : m → ℂ) :
    SolvesEOM A B C D P Q w ↔
      A * P + B * Q = P * diagonal w ∧ C * P + D * Q = Q * diagonal w := by
  constructor
  · intro h
    constructor
    · ext i k
      have hk := congrFun (h k) (Sum.inl i)
      rw [Matrix.add_apply, Matrix.mul_diagonal, Matrix.mul_apply, Matrix.mul_apply,
        mul_comm (P i k)]
      simpa [Matrix.mulVec, dotProduct, Fintype.sum_sum_type] using hk
    · ext a k
      have hk := congrFun (h k) (Sum.inr a)
      rw [Matrix.add_apply, Matrix.mul_diagonal, Matrix.mul_apply, Matrix.mul_apply,
        mul_comm (Q a k)]
      simpa [Matrix.mulVec, dotProduct, Fintype.sum_sum_type] using hk
  · rintro ⟨h1, h2⟩ k
    funext s
    rcases s with i | a
    · have hk := congrFun (congrFun h1 i) k
      rw [Matrix.add_apply, Matrix.mul_diagonal, Matrix.mul_apply, Matrix.mul_apply,
        mul_comm (P i k)] at hk
      simpa [Matrix.mulVec, dotProduct, Fintype.sum_sum_type] using hk
    · have hk := congrFun (congrFun h2 a) k
      rw [Matrix.add_apply, Matrix.mul_diagonal, Matrix.mul_apply, Matrix.mul_apply,
        mul_comm (Q a k)] at hk
      simpa [Matrix.mulVec, dotProduct, Fintype.sum_sum_type] using hk
```

**A:** That is this equivalence, and it needs no invertibility. The proof compares entries: a model row `Sum.inl i` gives the first equation and a complement row `Sum.inr a` the second. The factor `diagonal w` stands on the right because it multiplies column k by `w k`.

**Q:** Then the main result should be short.

```lean
variable {A : Matrix m m ℂ} {B : Matrix m n ℂ} {C : Matrix n m ℂ} {D : Matrix n n ℂ}
  {P : Matrix m m ℂ} {Q : Matrix n m ℂ} {w : m → ℂ}

/-- If the model-space parts of the selected EOM eigenvectors form an invertible matrix `P`,
then `X = Q P⁻¹` solves the Bloch equation and the effective Hamiltonian is `P W P⁻¹`,
with `W` the diagonal matrix of the selected eigenvalues. -/
theorem bloch_of_solvesEOM (hP : IsUnit P.det) (h : SolvesEOM A B C D P Q w) :
    C + D * waveOperator P Q
        = waveOperator P Q * effectiveHamiltonian A B (waveOperator P Q) ∧
      effectiveHamiltonian A B (waveOperator P Q) = P * diagonal w * P⁻¹ := by
  obtain ⟨h1, h2⟩ := (solvesEOM_iff A B C D P Q w).1 h
  have hr : P * P⁻¹ = 1 := Matrix.mul_nonsing_inv P hP
  have hl : P⁻¹ * P = 1 := Matrix.nonsing_inv_mul P hP
  unfold effectiveHamiltonian waveOperator
  -- multiply each block equation by the inverse of `P` from the right
  have hA : A + B * (Q * P⁻¹) = P * diagonal w * P⁻¹ := by
    rw [← h1, Matrix.add_mul, Matrix.mul_assoc A, hr, Matrix.mul_one, Matrix.mul_assoc B]
  have hC : C + D * (Q * P⁻¹) = Q * diagonal w * P⁻¹ := by
    rw [← h2, Matrix.add_mul, Matrix.mul_assoc C, hr, Matrix.mul_one, Matrix.mul_assoc D]
  refine ⟨?_, hA⟩
  rw [hC, hA]
  symm
  calc Q * P⁻¹ * (P * diagonal w * P⁻¹)
      = Q * (P⁻¹ * P) * diagonal w * P⁻¹ := by simp only [Matrix.mul_assoc]
    _ = Q * diagonal w * P⁻¹ := by rw [hl, Matrix.mul_one]
```

**A:** It follows the derivation above. `hA` and `hC` are the two block equations after multiplication by P⁻¹, and the final `calc` replaces P⁻¹P by 1 to obtain the Bloch equation.

**Q:** Where are the multiplicities?

```lean
/-- The characteristic polynomial of the effective Hamiltonian is the product of the factors
`x - w k` over the selected EOM eigenvalues. -/
theorem effectiveHamiltonian_charpoly (hP : IsUnit P.det) (h : SolvesEOM A B C D P Q w) :
    (effectiveHamiltonian A B (waveOperator P Q)).charpoly
      = ∏ k, (Polynomial.X - Polynomial.C (w k)) := by
  have hd : charmatrix (diagonal w)
      = diagonal (fun k => Polynomial.X - Polynomial.C (w k)) := by
    refine Matrix.ext fun i j => ?_
    by_cases hij : i = j
    · subst hij
      simp
    · simp [hij]
  -- similar matrices have the same characteristic polynomial
  rw [(bloch_of_solvesEOM hP h).2, Matrix.charpoly_mul_comm, ← Matrix.mul_assoc,
    Matrix.nonsing_inv_mul P hP, Matrix.one_mul, Matrix.charpoly, hd, Matrix.det_diagonal]
```

**A:** In the characteristic polynomial. Here `Polynomial.X` is the variable x, not the operator X. The theorem again assumes that P is invertible (`hP`). `Matrix.charpoly_mul_comm` moves P⁻¹ to the front, where it cancels P and leaves W. The matrix x − W is diagonal, and its determinant is the product. The roots may coincide.

**Q:** My eigensolver returns arbitrary norms, and arbitrary mixtures within degenerate sets.

```lean
omit [Fintype n] in
/-- Mixing or rescaling the selected eigenvectors by an invertible matrix `G` leaves the
operator `X` unchanged. -/
theorem waveOperator_mix (P : Matrix m m ℂ) (Q : Matrix n m ℂ) {G : Matrix m m ℂ}
    (hG : IsUnit G.det) : waveOperator (P * G) (Q * G) = waveOperator P Q := by
  unfold waveOperator
  rw [Matrix.mul_inv_rev]
  calc Q * G * (G⁻¹ * P⁻¹) = Q * (G * G⁻¹) * P⁻¹ := by simp only [Matrix.mul_assoc]
    _ = Q * P⁻¹ := by rw [Matrix.mul_nonsing_inv G hG, Matrix.mul_one]
```

**A:** Neither affects X, provided every degenerate set is selected as a whole. If you select only part of one, X can depend on which mixtures the solver returned. Replacing P and Q by PG and QG, with G invertible, gives

QG(PG)⁻¹ = QGG⁻¹P⁻¹ = QP⁻¹

The `calc` block is this line.

**Q:** If M is Hermitian, is A + BX Hermitian too?

**A:** Not in general. What is Hermitian is its product with the metric 1 + X†X, which gives the overlaps of the completed vectors (p, Xp). By the Bloch equation,

(1 + X†X)(A + BX) = A + BX + X†(C + DX) = A + BX + X†C + X†DX

For Hermitian M, A and D are Hermitian and C = B†. The first and last terms are then Hermitian, and the middle two are adjoints of each other.

```lean
/-- For a Hermitian EOM matrix, the product of the metric `1 + X† X` and the effective
Hamiltonian is Hermitian. -/
theorem metric_mul_effectiveHamiltonian_isHermitian (hP : IsUnit P.det)
    (h : SolvesEOM A B C D P Q w) (hM : (fromBlocks A B C D).IsHermitian) :
    ((1 + (waveOperator P Q)ᴴ * waveOperator P Q)
      * effectiveHamiltonian A B (waveOperator P Q)).IsHermitian := by
  obtain ⟨hA, hBC, hCB, hD⟩ := Matrix.isHermitian_fromBlocks_iff.1 hM
  have hX := (bloch_of_solvesEOM hP h).1
  generalize waveOperator P Q = X at hX ⊢
  unfold effectiveHamiltonian at hX ⊢
  -- the Bloch equation removes the term cubic in `X`
  have key : (1 + Xᴴ * X) * (A + B * X) = A + B * X + Xᴴ * (C + D * X) := by
    rw [Matrix.add_mul, Matrix.one_mul, Matrix.mul_assoc, ← hX]
  rw [key]
  unfold Matrix.IsHermitian
  simp only [conjTranspose_add, conjTranspose_mul, conjTranspose_conjTranspose, hA.eq, hD.eq,
    hBC, hCB, Matrix.mul_add, Matrix.mul_assoc]
  abel
```

The step `key` is the first equality, and the remaining lines take the adjoint and reorder the sum. A standard EOM coupled-cluster matrix is generally not Hermitian, so this theorem applies to Hermitian variants.

**Q:** What happens if P is not invertible?

**A:** Then P⁻¹ does not exist, so the construction of X breaks down, and the Bloch equation may have no solution at all. For an example, take one model state and one complement state, with blocks a, b, c, d. Here X is a number x, and the Bloch equation is

c + dx = x(a + bx)

Now let a = b = d = 0 and c = 1. The vector (0, 1) is an eigenvector with eigenvalue 0 and no model component, and the equation reads 1 = 0. No choice of x helps. This is a minimal algebraic example with a defective matrix: all its eigenvectors are multiples of (0, 1), so no other selection is available.

```lean
/-- With one model and one complement state, the blocks `A = B = D = 0`, `C = 1` have an
eigenvector with vanishing model-space part, and their Bloch equation has no solution. -/
theorem bloch_unsolvable_example :
    SolvesEOM (0 : Matrix (Fin 1) (Fin 1) ℂ) (0 : Matrix (Fin 1) (Fin 1) ℂ) 1 0 0 1 0 ∧
      ∀ X : Matrix (Fin 1) (Fin 1) ℂ,
        1 + (0 : Matrix (Fin 1) (Fin 1) ℂ) * X ≠ X * effectiveHamiltonian 0 0 X := by
  constructor
  · rw [solvesEOM_iff]
    simp
  · intro X hX
    simp [effectiveHamiltonian] at hX
```

**Q:** Then show me a coupled case where everything works.

**A:** Take two model states at energy 1, not coupled to each other but each coupled with strength 1 to a complement state at energy 0. The normalised eigenvectors (1, −1, 0)/√2 and (1, 1, 1)/√3 have eigenvalues 1 and 2. The file uses them without the norms, which leaves X unchanged. By hand, X = (1/2, 1/2), and A + BX has 3/2 on the diagonal and 1/2 off it, with eigenvalues 1 and 2 as required. The theorem below checks the eigenvalue equations, the invertibility of P and the Hermiticity of M.

```lean
/-- A Hermitian problem with two model states coupled to one complement state, with selected
eigenvalues 1 and 2 and an invertible model-space part. -/
theorem solvesEOM_witness :
    SolvesEOM (1 : Matrix (Fin 2) (Fin 2) ℂ) !![1; 1] !![1, 1] (0 : Matrix (Fin 1) (Fin 1) ℂ)
        !![1, 1; -1, 1] !![0, 1] ![1, 2] ∧
      IsUnit (!![1, 1; -1, 1] : Matrix (Fin 2) (Fin 2) ℂ).det ∧
      (fromBlocks (1 : Matrix (Fin 2) (Fin 2) ℂ) !![1; 1] !![1, 1]
        (0 : Matrix (Fin 1) (Fin 1) ℂ)).IsHermitian := by
  refine ⟨?_, ?_, ?_⟩
  · rw [solvesEOM_iff]
    constructor <;> ext i j <;> fin_cases i <;> fin_cases j <;>
      simp [Matrix.mul_apply, Fin.sum_univ_succ] <;> norm_num
  · rw [isUnit_iff_ne_zero, Matrix.det_fin_two_of]
    norm_num
  · rw [Matrix.isHermitian_fromBlocks_iff]
    refine ⟨Matrix.isHermitian_one, ?_, ?_, Matrix.isHermitian_zero⟩ <;>
      ext i j <;> fin_cases i <;> fin_cases j <;> simp

end

end EOMBlochHamiltonian
```

```lean
#print axioms EOMBlochHamiltonian.bloch_of_solvesEOM
-- 'EOMBlochHamiltonian.bloch_of_solvesEOM' depends on axioms: [propext, Classical.choice, Quot.sound]
#print axioms EOMBlochHamiltonian.effectiveHamiltonian_charpoly
-- 'EOMBlochHamiltonian.effectiveHamiltonian_charpoly' depends on axioms: [propext, Classical.choice, Quot.sound]
#print axioms EOMBlochHamiltonian.metric_mul_effectiveHamiltonian_isHermitian
-- 'EOMBlochHamiltonian.metric_mul_effectiveHamiltonian_isHermitian' depends on axioms: [propext, Classical.choice, Quot.sound]
#print axioms EOMBlochHamiltonian.bloch_unsolvable_example
-- 'EOMBlochHamiltonian.bloch_unsolvable_example' depends on axioms: [propext, Classical.choice, Quot.sound]
```
